# A parabola through three integer charge states gives separated atoms a fractional charge when their transfer costs are positive and unequal

In its basic form, with atomic parameters that do not depend on distance, a charge-equilibration step minimises an energy that is quadratic in the atomic charges, at fixed total charge. Applied to two neutral atoms far apart, it generally returns a fractional charge on each, even when moving a whole electron either way costs energy. In a two-atom model with no interaction between the atoms, this charge has a closed form and follows from the quadratic alone.

## The two minima

Let \(x\) be the number of electrons moved from atom A to atom B. The energy is \(0\) at \(x=0\), \(p>0\) at \(x=1\) and \(m>0\) at \(x=-1\). With ionisation energies \(I\) and electron affinities \(A\), where the subscript names the atom,

\[
p=I_A-A_B,\qquad m=I_B-A_A .
\]

Positive costs mean that the neutral pair lies below both ion pairs. Straight segments through the three points have their only minimum at \(x=0\). The parabola through the same points has its only minimum at

\[
s=\frac{m-p}{2(p+m)},\qquad |s|<\tfrac12,
\]

and \(s=0\) exactly when \(p=m\).

## Where a charge solver meets this

Write each atom's energy, relative to the neutral atom, as \(\chi q+\tfrac12 Jq^2\), with charges \(q_A=x\) and \(q_B=-x\). The electronegativity \(\chi=(I+A)/2\) and the hardness \(J=I-A\) of the atom reproduce its energies \(I\) at \(q=1\) and \(-A\) at \(q=-1\). If \(\chi\) and \(J\) are fitted in another way, \(p\) and \(m\) in this section are the costs within the fitted model. Without Coulomb coupling, the total is \(\tfrac12(J_A+J_B)x^2+(\chi_A-\chi_B)x\), so \(p+m=J_A+J_B\) and \(p-m=2(\chi_A-\chi_B)\). The linear solve then returns \(s=(\chi_B-\chi_A)/(J_A+J_B)\).

This gives a simple check on a dissociation curve. If \(q_A\) tends to \(s\) and \(q_B\) to \(-s\) at large distance, the solver has found the minimum of its model, and a tighter convergence threshold will not make the atoms neutral.

## Derivation from the three energies

**Segments as a mixture.** Give the states \(+1\) and \(-1\) weights \(w\) and \(u\), and the state \(0\) the rest. The mean transfer is \(x=w-u\) and the mean energy is \(E=wp+um\). Substituting \(w=x+u\) or \(u=w-x\) gives

\[
E=px+u(p+m)=-mx+w(p+m).
\]

If \(p+m\ge0\), the least value is \(px\) for \(0\le x\le1\), reached at \(u=0\), and \(-mx\) for \(-1\le x<0\), reached at \(w=0\). These are the two segments.

**The parabola.** For \(ax^2+bx+c\), the three values require \(c=0\), \(a+b=p\) and \(a-b=m\). Hence

\[
E_{\rm par}(x)=\frac{p+m}{2}x^2+\frac{p-m}{2}x .
\]

Subtracting \(px\) for \(x\ge0\) leaves \(\frac{p+m}{2}(x^2-x)\); subtracting \(-mx\) for \(x<0\) leaves \(\frac{p+m}{2}(x^2+x)\). Both cases read

\[
E_{\rm par}(x)-E_{\rm lin}(x)=-\frac{p+m}{2}|x|(1-|x|).
\]

For positive costs the parabola therefore lies too low at every fractional transfer between \(-1\) and \(1\).

**Minimum of the segments.** Add a bias energy \(-vx\). The energy becomes \((p-v)x\) for \(x>0\) and \((m+v)|x|\) for \(x<0\). Both are positive if \(-m<v<p\). Conversely, a strict minimum at zero requires \(p-v>0\) and \(m+v>0\), as the points \(x=\pm1\) show. The unbiased case is \(v=0\).

**Minimum of the parabola.** Since \((p+m)s=(m-p)/2\), the linear term is \(-(p+m)sx\), and

\[
E_{\rm par}(x)=\frac{p+m}{2}(x-s)^2-\frac{p+m}{2}s^2 .
\]

For \(p+m>0\) the only minimum is at \(s\), and \(s\) vanishes exactly when \(m=p\). Positive costs also give \(|m-p|<p+m\); division by \(2(p+m)\) yields \(|s|<\tfrac12\).

**Numbers.** Take \(p=6\) and \(m=2\) in electronvolts. Then \(E_{\rm par}=4x^2+2x\), with its minimum \(-0.25\) eV at \(s=-\tfrac14\): a quarter of an electron moves from B to A. The segments give \(+0.5\) eV there. The difference, \(-0.75\) eV, equals \(-4\cdot\tfrac14\cdot\tfrac34\).

**A negative cost.** Take \(p=3\) and \(m=-1\), so that \(m>0\) fails. These numbers only test the hypothesis: for known pairs of neutral ground-state atoms both costs are positive. The segments now give \(-1\) at \(x=-1\), below the neutral value. The parabola \(x^2+2x\) has its minimum at \(x=-1\), so the bound of half an electron fails too.

## The Lean file

```lean
import Mathlib

open Set

namespace SeparatedAtomsChargeTransfer

noncomputable section

/-- Energy of two separated atoms after transfer of `x` electrons, interpolated linearly between
the values `m` at `x = -1`, `0` at `x = 0` and `p` at `x = 1`; outside `[-1, 1]` the formula
continues the two segments. -/
def linearEnergy (p m x : ℝ) : ℝ := if 0 ≤ x then p * x else -m * x

/-- Quadratic model of the energy as a function of the number `x` of transferred electrons, built
from the transfer costs `p` and `m`. -/
def parabolaEnergy (p m x : ℝ) : ℝ := (p + m) / 2 * x ^ 2 + (p - m) / 2 * x

/-- The transfer `(m - p) / (2 (p + m))`; when `p + m = 0`, Lean's division by zero makes it `0`. -/
def spuriousTransfer (p m : ℝ) : ℝ := (m - p) / (2 * (p + m))

/-- For `p + m ≥ 0` and `-1 ≤ x ≤ 1`, the linear interpolation is the least mean energy among
statistical mixtures of the three integer states with mean transfer `x`. Here `w` and `u` are the
weights of the states `+1` and `-1`, and the state `0` has the remaining weight. -/
theorem linearEnergy_isLeast_ensemble {p m x : ℝ} (hpm : 0 ≤ p + m) (hx : x ∈ Icc (-1 : ℝ) 1) :
    IsLeast {E : ℝ | ∃ u w : ℝ, 0 ≤ u ∧ 0 ≤ w ∧ u + w ≤ 1 ∧ w - u = x ∧ E = w * p + u * m}
      (linearEnergy p m x) := by
  obtain ⟨hx1, hx2⟩ := hx
  unfold linearEnergy
  split_ifs with h
  · constructor
    · -- mix only the states 0 and +1
      exact ⟨0, x, le_refl 0, h, by linarith, by ring, by ring⟩
    · rintro E ⟨u, w, hu, hw, _, rfl, rfl⟩
      nlinarith [mul_nonneg hu hpm]
  · have hneg : x < 0 := not_le.1 h
    constructor
    · -- mix only the states 0 and -1
      exact ⟨-x, 0, by linarith, le_refl 0, by linarith, by ring, by ring⟩
    · rintro E ⟨u, w, hu, hw, _, rfl, rfl⟩
      nlinarith [mul_nonneg hw hpm]

/-- A quadratic `a x² + b x + c` takes the values `0`, `p`, `m` at `x = 0, 1, -1` exactly when it
is the parabola `parabolaEnergy p m`. -/
theorem parabola_through_points_iff (p m a b c : ℝ) :
    (a * 0 ^ 2 + b * 0 + c = 0 ∧ a * 1 ^ 2 + b * 1 + c = p ∧
      a * (-1) ^ 2 + b * (-1) + c = m) ↔
    ∀ x : ℝ, a * x ^ 2 + b * x + c = parabolaEnergy p m x := by
  constructor
  · rintro ⟨h0, h1, h2⟩ x
    have hc : c = 0 := by linarith
    have ha : a = (p + m) / 2 := by linarith
    have hb : b = (p - m) / 2 := by linarith
    rw [ha, hb, hc]
    unfold parabolaEnergy
    ring
  · intro h
    exact ⟨(h 0).trans (by unfold parabolaEnergy; ring),
      (h 1).trans (by unfold parabolaEnergy; ring),
      (h (-1)).trans (by unfold parabolaEnergy; ring)⟩

/-- The parabola differs from the linear interpolation by `-(p + m)/2 · |x| (1 - |x|)`. -/
theorem parabola_sub_linear (p m x : ℝ) :
    parabolaEnergy p m x - linearEnergy p m x = -((p + m) / 2) * (|x| * (1 - |x|)) := by
  unfold parabolaEnergy linearEnergy
  split_ifs with h
  · rw [abs_of_nonneg h]
    ring
  · rw [abs_of_neg (not_le.1 h)]
    ring

/-- Under a bias `v` that adds `-v x` to the energy, the linear interpolation has its strict
minimum at zero transfer exactly when `-m < v < p`. -/
theorem linear_neutral_under_bias_iff (p m v : ℝ) :
    (∀ x : ℝ, x ≠ 0 → linearEnergy p m 0 - v * 0 < linearEnergy p m x - v * x) ↔
      -m < v ∧ v < p := by
  constructor
  · -- test one whole electron moved in either direction
    intro h
    have h1 := h 1 one_ne_zero
    have h2 := h (-1) (by norm_num)
    norm_num [linearEnergy] at h1 h2
    constructor <;> linarith
  · rintro ⟨h1, h2⟩ x hx
    have h0 : linearEnergy p m 0 = 0 := by simp [linearEnergy]
    rw [h0]
    unfold linearEnergy
    split_ifs with h
    · have hpos : 0 < x := lt_of_le_of_ne h hx.symm
      nlinarith [mul_pos hpos (sub_pos.2 h2)]
    · have hneg : x < 0 := not_le.1 h
      have hmv : 0 < m + v := by linarith
      nlinarith [mul_pos (neg_pos.2 hneg) hmv]

/-- For `p + m ≠ 0`, completing the square centres the parabola at the transfer
`(m - p) / (2 (p + m))`. -/
theorem parabola_complete_square {p m : ℝ} (h : p + m ≠ 0) (x : ℝ) :
    parabolaEnergy p m x = parabolaEnergy p m (spuriousTransfer p m) +
      (p + m) / 2 * (x - spuriousTransfer p m) ^ 2 := by
  have hs : (p + m) * spuriousTransfer p m = (m - p) / 2 := by
    unfold spuriousTransfer
    field_simp
  unfold parabolaEnergy
  linear_combination (x - spuriousTransfer p m) * hs

/-- For positive transfer costs `p` and `m`, the linear interpolation is minimised only at zero
transfer, while the parabola through the same three points is minimised only at
`(m - p) / (2 (p + m))`, which is zero exactly when `p = m`. -/
theorem linear_neutral_parabola_charged {p m : ℝ} (hp : 0 < p) (hm : 0 < m) :
    (∀ x : ℝ, x ≠ 0 → linearEnergy p m 0 < linearEnergy p m x) ∧
    (∀ x : ℝ, x ≠ (m - p) / (2 * (p + m)) →
      parabolaEnergy p m ((m - p) / (2 * (p + m))) < parabolaEnergy p m x) ∧
    ((m - p) / (2 * (p + m)) = 0 ↔ p = m) := by
  have hpm : 0 < p + m := add_pos hp hm
  refine ⟨fun x hx => ?_, fun x hx => ?_, ?_⟩
  · -- the unbiased case of the stability criterion
    have h := (linear_neutral_under_bias_iff p m 0).2 ⟨by linarith, hp⟩ x hx
    simpa only [zero_mul, sub_zero] using h
  · -- away from the vertex the square is positive
    change parabolaEnergy p m (spuriousTransfer p m) < parabolaEnergy p m x
    have hne : x - spuriousTransfer p m ≠ 0 := sub_ne_zero.2 hx
    have hsq : 0 < (p + m) / 2 * (x - spuriousTransfer p m) ^ 2 := by positivity
    linarith [parabola_complete_square hpm.ne' x]
  · rw [div_eq_zero_iff]
    constructor
    · rintro (h | h) <;> linarith
    · intro h
      left
      linarith

/-- For positive transfer costs, the transfer `(m - p) / (2 (p + m))` is smaller in magnitude than
half an electron. -/
theorem spuriousTransfer_lt_half {p m : ℝ} (hp : 0 < p) (hm : 0 < m) :
    |spuriousTransfer p m| < 1 / 2 := by
  have hd : 0 < 2 * (p + m) := by linarith
  unfold spuriousTransfer
  rw [abs_lt]
  constructor
  · rw [lt_div_iff₀ hd]
    linarith
  · rw [div_lt_iff₀ hd]
    linarith

end

end SeparatedAtomsChargeTransfer
```

```lean
#print axioms SeparatedAtomsChargeTransfer.parabola_through_points_iff
-- 'SeparatedAtomsChargeTransfer.parabola_through_points_iff' depends on axioms: [propext, Classical.choice, Quot.sound]
#print axioms SeparatedAtomsChargeTransfer.parabola_sub_linear
-- 'SeparatedAtomsChargeTransfer.parabola_sub_linear' depends on axioms: [propext, Classical.choice, Quot.sound]
#print axioms SeparatedAtomsChargeTransfer.linear_neutral_parabola_charged
-- 'SeparatedAtomsChargeTransfer.linear_neutral_parabola_charged' depends on axioms: [propext, Classical.choice, Quot.sound]
#print axioms SeparatedAtomsChargeTransfer.spuriousTransfer_lt_half
-- 'SeparatedAtomsChargeTransfer.spuriousTransfer_lt_half' depends on axioms: [propext, Classical.choice, Quot.sound]
```

## What the theorems say, and how they are proved

The costs, the transfer and the bias are real numbers, in any common energy unit for `p`, `m` and `v`. `linearEnergy` is \(E_{\rm lin}\), `parabolaEnergy` is \(E_{\rm par}\) and `spuriousTransfer` is \(s\). Positive `x` means transfer from A to B.

`linear_neutral_parabola_charged` takes `0 < p` and `0 < m` and states three things: the strict minimum of the segments, the strict minimum of the parabola, and the condition for a zero shift. Both minima are over all real `x`, with the segments continued beyond \(\pm1\). The mixture theorem covers only \([-1,1]\).

The proofs follow the derivation:

- `linearEnergy_isLeast_ensemble` exhibits the two-state mixture that reaches the minimum, then uses the nonnegative term \(u(p+m)\) or \(w(p+m)\) for the lower bound.
- `parabola_through_points_iff` solves for the three coefficients, and `parabola_sub_linear` splits on the sign of `x`.
- `linear_neutral_under_bias_iff` tests \(x=\pm1\) in one direction and multiplies the signs of slope and transfer in the other.
- `parabola_complete_square` rests on \((p+m)s=(m-p)/2\). The main theorem combines it with the bias criterion at `v = 0`; `positivity` shows that the square term is positive away from \(s\).
- `spuriousTransfer_lt_half` clears the positive denominator and compares numerators.

The positive costs are assumed, not derived from an atomic Hamiltonian. The mixture contains only three charge states, and the model has no Coulomb attraction between the ions, no hybridisation and no third atom. For electronic structure, it shows in one variable how a smooth quadratic in place of straight segments produces fractional charges at dissociation when the two costs differ; the size of that error in a particular density functional or tight-binding method depends on that method's own energy curve.
